# Frozen decoupling misses the second-order coupling of a simple level to the states below the gap

Take one state above the gap and one below, with energies \(\varepsilon_+>\varepsilon_-\), and perturb them by a Hermitian matrix with real strength \(t\):

\[
H_0+tH_1=\begin{pmatrix}\varepsilon_++ta & tc\\ t\bar c & \varepsilon_-+td\end{pmatrix}.
\]

If the upper state is kept as it was at \(t=0\), its energy is the upper diagonal entry, \(F=\varepsilon_++ta\). The exact energy \(E\) that tends to \(\varepsilon_+\) solves \((E-F)(E-\varepsilon_--td)=t^2|c|^2\), so

\[
\frac{E-F}{t^2}=\frac{|c|^2}{E-\varepsilon_--td}\;\longrightarrow\;\frac{|c|^2}{\varepsilon_+-\varepsilon_-}.
\]

The first-order energies agree. One factor of \(t\) in the difference comes from the coupling, the other from the small amplitude of the lower state in the exact eigenvector. The same happens for a simple level among any finite number of states, when the space spanned by the unperturbed upper states is kept.

## Levels of a compressed Hamiltonian

Let \(b_i\) be an orthonormal basis of a finite-dimensional complex space with \(H_0b_i=e_ib_i\) and real \(e_i\), which makes \(H_0\) Hermitian. In the code these are `b` and `e`, and the hypothesis `hb` is the eigenvalue equation. Hermiticity of \(H_1\) is `H1.IsSymmetric`. The real number \(g\) marks the gap, and \(k\) labels the state of interest, \(b_k\), with unperturbed energy \(e_k\).

In one-electron X2C theory in a finite, perturbation-independent orthonormal basis, \(H_0\) stands for the Dirac matrix and \(g\) separates its negative-energy from its positive-energy states. Keeping the decoupling transformation of \(H_0\) for \(H_0+tH_1\) gives an electronic block with the eigenvalues of the compression to the unperturbed positive-energy space.

In Lean 4 with Mathlib:

```lean
import Mathlib

open Filter Topology
open scoped InnerProductSpace

namespace FrozenDecoupling

noncomputable section

variable {ι V : Type*} [Fintype ι] [DecidableEq ι] [NormedAddCommGroup V]
  [InnerProductSpace ℂ V] {b : OrthonormalBasis ι ℂ V} {e : ι → ℝ}
  {H0 H1 : V →ₗ[ℂ] V} {S : Finset ι} {k : ι} {g : ℝ}
```

Let \(P\) project onto the span of the \(b_i\) with \(i\in S\). A level of the compression of \(A\) is a real \(E\) with a nonzero \(x\) such that \(Px=x\) and \(PAx=Ex\). In components, \(x\) has no amplitude outside \(S\), and \(\langle b_i,Ax\rangle=E\langle b_i,x\rangle\) for \(i\in S\). When \(S\) contains every index, this is the ordinary eigenvalue equation.

```lean
/-- `x` is an eigenvector, with eigenvalue `E`, of the compression of `A` to the span of
the basis states in `S`. -/
def IsLevel (b : OrthonormalBasis ι ℂ V) (S : Finset ι) (A : V →ₗ[ℂ] V) (E : ℝ)
    (x : V) : Prop :=
  x ≠ 0 ∧ (∀ i ∉ S, ⟪b i, x⟫_ℂ = 0) ∧ ∀ i ∈ S, ⟪b i, A x⟫_ℂ = E * ⟪b i, x⟫_ℂ
```

For frozen decoupling, \(S\) is the set of states with \(e_i>g\).

```lean
/-- The states with energy above `g`. -/
def upper (e : ι → ℝ) (g : ℝ) : Finset ι := Finset.univ.filter (fun i => g < e i)
```

The predicted error coefficient is

\[
\Delta_k=\sum_{e_j\le g}\frac{|\langle b_j,H_1b_k\rangle|^2}{e_k-e_j}.
\]

The complement `(upper e g)ᶜ` supplies the range of the sum; if it is empty, \(\Delta_k=0\).

```lean
/-- The second-order coupling of state `k` to the states not above `g`, for `g < e k`. -/
def frozenError (b : OrthonormalBasis ι ℂ V) (H1 : V →ₗ[ℂ] V) (e : ι → ℝ) (g : ℝ)
    (k : ι) : ℝ :=
  ∑ j ∈ (upper e g)ᶜ, ‖⟪b j, H1 (b k)⟫_ℂ‖ ^ 2 / (e k - e j)
```

Any energy \(r>g\) exceeds every \(e_j\) in this sum. With \(r=e_k\) this fixes the sign of the terms, and with \(r=E(t)\) it keeps the perturbed denominators away from zero.

```lean
/-- A state not above `g` lies below every energy `r` above `g`. -/
theorem lower_lt {r : ℝ} (hr : g < r) {j : ι} (hj : j ∈ (upper e g)ᶜ) : e j < r := by
  simp only [upper, Finset.mem_compl, Finset.mem_filter, Finset.mem_univ, true_and,
    not_lt] at hj
  linarith
```

## An exact identity for the energy difference

Eigenvectors may be rescaled by any nonzero complex number, since the defining equations are linear in \(x\).

```lean
omit [DecidableEq ι] in
/-- A nonzero multiple of a level's eigenvector is again an eigenvector. -/
theorem IsLevel.smul {A : V →ₗ[ℂ] V} {E : ℝ} {x : V} (hx : IsLevel b S A E x) {a : ℂ}
    (ha : a ≠ 0) : IsLevel b S A E (a • x) :=
  ⟨smul_ne_zero ha hx.1, fun i hi => by rw [inner_smul_right, hx.2.1 i hi, mul_zero],
    fun i hi => by
      rw [map_smul, inner_smul_right, inner_smul_right, hx.2.2 i hi]
      ring⟩
```

Projecting \((H_0+tH_1)x=Ex\) on \(b_i\), and using \(\langle b_i,H_0x\rangle=e_i\langle b_i,x\rangle\), gives

\[
(E-e_i)\langle b_i,x\rangle=t\,\langle b_i,H_1x\rangle .
\]

For a compressed level this holds for \(i\in S\). The proof expands \(x\) in the basis to evaluate the \(H_0\) term, then rearranges.

```lean
/-- The perturbation equation for the amplitudes of a level on the basis states in `S`, in an
eigenbasis of `H0`. -/
theorem amplitude (hb : ∀ i, H0 (b i) = (e i : ℂ) • b i) {t E : ℝ} {x : V}
    (hx : IsLevel b S (H0 + (t : ℂ) • H1) E x) {i : ι} (hi : i ∈ S) :
    ((E : ℂ) - e i) * ⟪b i, x⟫_ℂ = t * ⟪b i, H1 x⟫_ℂ := by
  have h0 : ⟪b i, H0 x⟫_ℂ = ⟪b i, x⟫_ℂ * e i := by
    conv_lhs => rw [← b.sum_repr' x]
    simp only [map_sum, map_smul, hb, inner_sum, inner_smul_right,
      orthonormal_iff_ite.mp b.orthonormal, mul_ite, mul_one, mul_zero,
      Finset.sum_ite_eq, Finset.mem_univ, if_true]
  have h := hx.2.2 i hi
  rw [LinearMap.add_apply, LinearMap.smul_apply, inner_add_right, inner_smul_right, h0] at h
  linear_combination -h
```

Now let \(x\) belong to a full level \(E\) and \(y\) to a compressed level \(F\). For \(i\in S\), multiply the equation for \(x\) by \(\langle y,b_i\rangle\), multiply the conjugated equation for \(y\) by \(\langle b_i,x\rangle\), and subtract:

\[
(E-F)\langle y,b_i\rangle\langle b_i,x\rangle=t\big[\langle y,b_i\rangle\langle b_i,H_1x\rangle-\langle H_1y,b_i\rangle\langle b_i,x\rangle\big].
\]

For \(i\notin S\) we have \(\langle y,b_i\rangle=0\), so the equation becomes true once \(t\langle H_1y,b_i\rangle\langle b_i,x\rangle\) is added on the right. Summing over all \(i\) turns the bracket into \(\langle y,H_1x\rangle-\langle H_1y,x\rangle=0\), which leaves

\[
(E-F)\langle y,x\rangle=t\sum_{j\notin S}\langle H_1y,b_j\rangle\langle b_j,x\rangle .
\]

The case split `by_cases hi : i ∈ S` makes the same distinction, and `h1 y x` cancels the bracket.

```lean
/-- In an eigenbasis of `H0` and for a Hermitian perturbation, the difference of a full and a
compressed level, times the overlap of their eigenvectors, is `t` times a sum over the states
outside `S`. -/
theorem level_difference (hb : ∀ i, H0 (b i) = (e i : ℂ) • b i) (h1 : H1.IsSymmetric)
    {t E F : ℝ} {x y : V} (hx : IsLevel b Finset.univ (H0 + (t : ℂ) • H1) E x)
    (hy : IsLevel b S (H0 + (t : ℂ) • H1) F y) :
    ((E : ℂ) - F) * ⟪y, x⟫_ℂ = t * ∑ j ∈ Sᶜ, ⟪H1 y, b j⟫_ℂ * ⟪b j, x⟫_ℂ := by
  have h : ∀ i, ((E : ℂ) - F) * (⟪y, b i⟫_ℂ * ⟪b i, x⟫_ℂ) =
      t * (⟪y, b i⟫_ℂ * ⟪b i, H1 x⟫_ℂ) - t * (⟪H1 y, b i⟫_ℂ * ⟪b i, x⟫_ℂ) +
      t * (if i ∈ Sᶜ then ⟪H1 y, b i⟫_ℂ * ⟪b i, x⟫_ℂ else 0) := by
    intro i
    by_cases hi : i ∈ S
    · have hy' := congrArg (starRingEnd ℂ) (amplitude hb hy hi)
      simp only [map_mul, map_sub, Complex.conj_ofReal, inner_conj_symm] at hy'
      rw [if_neg (by simp [hi])]
      linear_combination ⟪y, b i⟫_ℂ * amplitude hb hx (Finset.mem_univ i) -
        ⟪b i, x⟫_ℂ * hy'
    · rw [if_pos (by simp [hi]), inner_eq_zero_symm.mp (hy.2.1 i hi)]
      ring
  have hs := Finset.sum_congr (rfl : (Finset.univ : Finset ι) = _) fun i _ => h i
  simp only [Finset.sum_add_distrib, Finset.sum_sub_distrib, ← Finset.mul_sum,
    b.sum_inner_mul_inner, Finset.sum_ite_mem, Finset.univ_inter] at hs
  rw [hs, h1 y x]
  ring
```

## The eigenvectors converge

Suppose \(E(t)\to e_k\) and \(e_i\ne e_k\) for all \(i\ne k\). Choose a unit eigenvector \(x(t)\) for each small \(t\ne0\); the choice need not be continuous. For \(i\neq k\) in \(S\), the amplitude equation and the Cauchy–Schwarz inequality give

\[
|\langle b_i,x\rangle|\le\frac{|t|\,\|H_1b_i\|}{|E(t)-e_i|}\longrightarrow0,
\]

and for \(i\notin S\) the amplitude is zero. Write \(\alpha=\langle b_k,x\rangle\). The remainder \(w=x-\alpha\,b_k\) therefore tends to zero, so \(|\alpha|>1/2\) for small \(t\), and

\[
\Big\|\frac{x}{\alpha}-b_k\Big\|=\frac{\|w\|}{|\alpha|}\le2\|w\|\longrightarrow0 .
\]

In the proof, `hz` is the amplitude bound, `hr` the vanishing remainder and `hhalf` the lower bound on \(|\alpha|\). The filter `𝓝[≠] 0` means \(t\to0\) with \(t\ne0\), from both sides.

```lean
/-- For a Hermitian perturbation, compressed to the span of eigenstates of `H0` in `S`: if a level
tends to a simple energy of `H0`, it has eigenvectors that tend to the unperturbed state. -/
theorem state_tendsto (hb : ∀ i, H0 (b i) = (e i : ℂ) • b i) (h1 : H1.IsSymmetric)
    (hs : ∀ i, i ≠ k → e i ≠ e k) {E : ℝ → ℝ} (hE : Tendsto E (𝓝[≠] 0) (𝓝 (e k)))
    (hl : ∀ᶠ t : ℝ in 𝓝[≠] 0, ∃ x, IsLevel b S (H0 + (t : ℂ) • H1) (E t) x) :
    ∃ x : ℝ → V, Tendsto x (𝓝[≠] 0) (𝓝 (b k)) ∧
      ∀ᶠ t : ℝ in 𝓝[≠] 0, IsLevel b S (H0 + (t : ℂ) • H1) (E t) (x t) := by
  have hn : ∀ᶠ t : ℝ in 𝓝[≠] 0, ∃ x, ‖x‖ = 1 ∧
      IsLevel b S (H0 + (t : ℂ) • H1) (E t) x := by
    filter_upwards [hl] with t ht
    obtain ⟨x, hx⟩ := ht
    have h0 := norm_ne_zero_iff.mpr hx.1
    refine ⟨(‖x‖ : ℂ)⁻¹ • x, ?_, hx.smul (inv_ne_zero (Complex.ofReal_ne_zero.mpr h0))⟩
    rw [norm_smul, norm_inv, Complex.norm_real, norm_norm, inv_mul_cancel₀ h0]
  obtain ⟨x, hx⟩ := hn.choice
  -- the admixture of every other state vanishes
  have hz : ∀ i, i ≠ k → Tendsto (fun t => ⟪b i, x t⟫_ℂ) (𝓝[≠] 0) (𝓝 0) := by
    intro i hi
    have hd : 0 < |e k - e i| := abs_pos.mpr (sub_ne_zero.mpr (hs i hi).symm)
    have ht : Tendsto (fun t : ℝ => |t|) (𝓝[≠] 0) (𝓝 0) :=
      (continuous_abs.tendsto' 0 0 abs_zero).mono_left nhdsWithin_le_nhds
    have hlim : Tendsto (fun t => |t| * ‖H1 (b i)‖ / |E t - e i|) (𝓝[≠] 0)
        (𝓝 (0 * ‖H1 (b i)‖ / |e k - e i|)) :=
      (ht.mul_const _).div (hE.sub_const (e i)).abs hd.ne'
    rw [zero_mul, zero_div] at hlim
    refine squeeze_zero_norm' ?_ hlim
    filter_upwards [hx, tendsto_const_nhds.eventually_lt (hE.sub_const (e i)).abs hd]
      with t h hp
    by_cases hiS : i ∈ S
    · have ha := congrArg norm (amplitude hb h.2 hiS)
      rw [norm_mul, norm_mul, ← Complex.ofReal_sub, Complex.norm_real, Complex.norm_real,
        Real.norm_eq_abs, Real.norm_eq_abs, ← h1 (b i) (x t)] at ha
      have hc := norm_inner_le_norm (𝕜 := ℂ) (H1 (b i)) (x t)
      rw [h.1, mul_one] at hc
      rw [le_div_iff₀ hp, mul_comm, ha]
      exact mul_le_mul_of_nonneg_left hc (abs_nonneg t)
    · rw [h.2.2.1 i hiS, norm_zero]
      positivity
  have hr : Tendsto (fun t => ‖x t - ⟪b k, x t⟫_ℂ • b k‖) (𝓝[≠] 0) (𝓝 0) := by
    have h := (tendsto_finsetSum (Finset.univ.erase k) fun i hi =>
      (hz i (Finset.ne_of_mem_erase hi)).smul_const (b i)).norm
    simp only [zero_smul, Finset.sum_const_zero, norm_zero] at h
    refine h.congr fun t => congrArg norm ?_
    rw [eq_sub_iff_add_eq', Finset.add_sum_erase _ (fun i => ⟪b i, x t⟫_ℂ • b i)
      (Finset.mem_univ k), b.sum_repr']
  have hhalf : ∀ᶠ t in 𝓝[≠] (0 : ℝ), 1 / 2 < ‖⟪b k, x t⟫_ℂ‖ := by
    filter_upwards [hx, hr.eventually_lt tendsto_const_nhds (one_half_pos (α := ℝ))]
      with t ht h
    have h2 := norm_add_le (x t - ⟪b k, x t⟫_ℂ • b k) (⟪b k, x t⟫_ℂ • b k)
    rw [sub_add_cancel, norm_smul, b.orthonormal.1 k, mul_one, ht.1] at h2
    linarith
  refine ⟨fun t => (⟪b k, x t⟫_ℂ)⁻¹ • x t, ?_, ?_⟩
  · have h2 := hr.const_mul 2
    rw [mul_zero] at h2
    refine tendsto_iff_norm_sub_tendsto_zero.mpr
      (squeeze_zero' (Eventually.of_forall fun _ => norm_nonneg _) ?_ h2)
    filter_upwards [hhalf] with t h
    have hp : 0 < ‖⟪b k, x t⟫_ℂ‖ := by linarith
    have he : (⟪b k, x t⟫_ℂ)⁻¹ • x t - b k =
        (⟪b k, x t⟫_ℂ)⁻¹ • (x t - ⟪b k, x t⟫_ℂ • b k) := by
      rw [smul_sub, inv_smul_smul₀ (norm_pos_iff.mp hp)]
    rw [he, norm_smul, norm_inv]
    refine mul_le_mul_of_nonneg_right ?_ (norm_nonneg _)
    rw [inv_le_comm₀ hp two_pos]
    linarith
  · filter_upwards [hx, hhalf] with t ht h
    have hp : 0 < ‖⟪b k, x t⟫_ℂ‖ := by linarith
    exact ht.2.smul (inv_ne_zero (norm_pos_iff.mp hp))
```

## The limit of the error

Let \(S\) be the states above \(g\), and let \(x(t)\to b_k\) and \(y(t)\to b_k\) be the rescaled eigenvectors of the full and compressed problems. For \(e_j\le g\), the amplitude equation of the full problem gives \(\langle b_j,x\rangle=t\langle b_j,H_1x\rangle/(E-e_j)\). Inserting this in the identity, and moving \(H_1\) across the inner products, yields

\[
\frac{E-F}{t^2}=\frac{1}{\langle y,x\rangle}\sum_{e_j\le g}\frac{\langle y,H_1b_j\rangle\langle H_1b_j,x\rangle}{E-e_j}\longrightarrow\Delta_k .
\]

Every term of \(\Delta_k\) is nonnegative. When \(\Delta_k>0\), the frozen energy thus lies below the exact one for small \(t\ne0\): the frozen description omits the upward repulsion by the states below the gap. For this one-electron matrix model, frozen decoupling keeps first-order properties and can change second-order ones.

The theorem assumes \(g<e_k\), simplicity of \(e_k\), and two energy functions that tend to \(e_k\) and are eigenvalues of the full and compressed problems for small \(t\ne0\). It takes these branches as given and does not construct them. It requires no differentiability of energies or eigenvectors. Simplicity excludes the Kramers pairs of a full Dirac matrix without a magnetic field; there the theorem can still be used if \(H_0\) and \(H_1\) share a symmetry block in which the level is simple, but a molecule without spatial symmetry need not have one. In the code, `hsum` inserts the small amplitudes, `hval` identifies the limit, and taking real parts returns from complex inner products to real energies.

```lean
/-- For a simple level above the gap and a Hermitian perturbation, the exact minus the
frozen energy, divided by `t ^ 2`, tends to the nonnegative second-order coupling to the
states below the gap, if both energies tend to the unperturbed one. -/
theorem frozen_decoupling (hb : ∀ i, H0 (b i) = (e i : ℂ) • b i) (h1 : H1.IsSymmetric)
    (hk : g < e k) (hs : ∀ i, i ≠ k → e i ≠ e k) {E F : ℝ → ℝ}
    (hE : Tendsto E (𝓝[≠] 0) (𝓝 (e k))) (hF : Tendsto F (𝓝[≠] 0) (𝓝 (e k)))
    (hEl : ∀ᶠ t : ℝ in 𝓝[≠] 0, Module.End.HasEigenvalue (H0 + (t : ℂ) • H1) (E t : ℂ))
    (hFl : ∀ᶠ t : ℝ in 𝓝[≠] 0,
      ∃ y, IsLevel b (upper e g) (H0 + (t : ℂ) • H1) (F t) y) :
    Tendsto (fun t => (E t - F t) / t ^ 2) (𝓝[≠] 0) (𝓝 (frozenError b H1 e g k)) ∧
      0 ≤ frozenError b H1 e g k := by
  refine ⟨?_, Finset.sum_nonneg fun j hj =>
    div_nonneg (sq_nonneg _) (sub_pos.mpr (lower_lt hk hj)).le⟩
  have hEl' : ∀ᶠ t : ℝ in 𝓝[≠] 0,
      ∃ x, IsLevel b Finset.univ (H0 + (t : ℂ) • H1) (E t) x := by
    filter_upwards [hEl] with t h
    obtain ⟨x, hx⟩ := h.exists_hasEigenvector
    exact ⟨x, hx.2, fun i hi => absurd (Finset.mem_univ i) hi,
      fun i _ => by rw [hx.apply_eq_smul, inner_smul_right]⟩
  obtain ⟨x, hx, hxl⟩ := state_tendsto hb h1 hs hE hEl'
  obtain ⟨y, hy, hyl⟩ := state_tendsto hb h1 hs hF hFl
  have hyx : Tendsto (fun t => ⟪y t, x t⟫_ℂ) (𝓝[≠] 0) (𝓝 ⟪b k, b k⟫_ℂ) := hy.inner hx
  have hkk : ⟪b k, b k⟫_ℂ ≠ 0 := inner_self_ne_zero.mpr (b.orthonormal.ne_zero k)
  have hne : ∀ {r : ℝ}, g < r → ∀ j ∈ (upper e g)ᶜ, (r : ℂ) - e j ≠ 0 := fun hr j hj =>
    sub_ne_zero.mpr (Complex.ofReal_injective.ne (lower_lt hr hj).ne')
  have hlim : Tendsto (fun t => (∑ j ∈ (upper e g)ᶜ, ⟪y t, H1 (b j)⟫_ℂ *
      (⟪H1 (b j), x t⟫_ℂ / ((E t : ℂ) - e j))) / ⟪y t, x t⟫_ℂ) (𝓝[≠] 0)
      (𝓝 ((∑ j ∈ (upper e g)ᶜ, ⟪b k, H1 (b j)⟫_ℂ *
        (⟪H1 (b j), b k⟫_ℂ / ((e k : ℂ) - e j))) / ⟪b k, b k⟫_ℂ)) :=
    Tendsto.div (tendsto_finsetSum _ fun j hj => (hy.inner tendsto_const_nhds).mul
      ((tendsto_const_nhds.inner hx).div
        (((Complex.continuous_ofReal.tendsto _).comp hE).sub_const _) (hne hk j hj)))
      hyx hkk
  have hval : (∑ j ∈ (upper e g)ᶜ, ⟪b k, H1 (b j)⟫_ℂ *
      (⟪H1 (b j), b k⟫_ℂ / ((e k : ℂ) - e j))) / ⟪b k, b k⟫_ℂ =
      (frozenError b H1 e g k : ℂ) := by
    rw [orthonormal_iff_ite.mp b.orthonormal k k, if_pos rfl, div_one, frozenError,
      Complex.ofReal_sum]
    refine Finset.sum_congr rfl fun j _ => ?_
    rw [h1 (b j) (b k), ← h1 (b k) (b j), ← inner_conj_symm (H1 (b k)) (b j),
      ← mul_div_assoc, mul_comm (starRingEnd ℂ _), Complex.mul_conj,
      Complex.normSq_eq_norm_sq, ← Complex.ofReal_sub, ← Complex.ofReal_div]
  rw [hval] at hlim
  have hre := (Complex.continuous_re.tendsto _).comp hlim
  rw [Complex.ofReal_re] at hre
  refine hre.congr' ?_
  filter_upwards [hxl, hyl, hyx.eventually_ne hkk, tendsto_const_nhds.eventually_lt hE hk,
    self_mem_nhdsWithin] with t hxt hyt h0 hg ht
  have hd := level_difference hb h1 hxt hyt
  -- the small amplitudes of the exact state supply the second power of t
  have hsum : ∑ j ∈ (upper e g)ᶜ, ⟪H1 (y t), b j⟫_ℂ * ⟪b j, x t⟫_ℂ =
      t * ∑ j ∈ (upper e g)ᶜ, ⟪y t, H1 (b j)⟫_ℂ *
        (⟪H1 (b j), x t⟫_ℂ / ((E t : ℂ) - e j)) := by
    rw [Finset.mul_sum]
    refine Finset.sum_congr rfl fun j hj => ?_
    have hc : ⟪b j, x t⟫_ℂ = t * ⟪b j, H1 (x t)⟫_ℂ / ((E t : ℂ) - e j) := by
      rw [eq_div_iff (hne hg j hj), mul_comm, amplitude hb hxt (Finset.mem_univ j)]
    rw [h1 (y t) (b j), h1 (b j) (x t), hc]
    ring
  rw [hsum] at hd
  have hG : (∑ j ∈ (upper e g)ᶜ, ⟪y t, H1 (b j)⟫_ℂ *
      (⟪H1 (b j), x t⟫_ℂ / ((E t : ℂ) - e j))) / ⟪y t, x t⟫_ℂ =
      (((E t - F t) / t ^ 2 : ℝ) : ℂ) := by
    rw [Complex.ofReal_div, Complex.ofReal_sub, Complex.ofReal_pow,
      div_eq_div_iff h0 (pow_ne_zero 2 (Complex.ofReal_ne_zero.mpr ht))]
    linear_combination -hd
  exact (congrArg Complex.re hG).trans (Complex.ofReal_re _)
```

Simplicity ties the two branches together. Let \(H_0\) be the identity on a two-dimensional space, \(g=0\) and \(H_1=\mathrm{diag}(0,1)\). Both states lie above \(g\), so the compression changes nothing, yet \(E=1+t\) and \(F=1\) are admissible branches with \((E-F)/t^2=1/t\). For a degenerate level, convergence to a common energy is not enough; some further condition must match the branches.

The same argument applies to any set \(S\) of retained basis states that contains \(k\), and gives the sum over \(j\notin S\) with the same summand. Its sign is then no longer fixed, because omitted states may lie above \(e_k\). For \(S=\{k\}\), where \(F=e_k+t\langle b_k,H_1b_k\rangle\), this is the usual second-order perturbation energy.

## When the second-order error vanishes

A sum of nonnegative terms is zero only if each term is zero. Since \(e_k-e_j>0\), \(\Delta_k=0\) exactly when \(\langle b_j,H_1b_k\rangle=0\) for every \(e_j\le g\). Under the hypotheses of the limit theorem, \(E-F\) is then smaller than order \(t^2\), though it need not be zero.

```lean
/-- For a state above the gap, the second-order error vanishes exactly when the
perturbation does not couple it to any state below the gap. -/
theorem frozenError_eq_zero_iff (hk : g < e k) :
    frozenError b H1 e g k = 0 ↔ ∀ j ∈ (upper e g)ᶜ, ⟪b j, H1 (b k)⟫_ℂ = 0 := by
  rw [frozenError, Finset.sum_eq_zero_iff_of_nonneg fun j hj =>
    div_nonneg (sq_nonneg _) (sub_pos.mpr (lower_lt hk hj)).le]
  refine forall₂_congr fun j hj => ?_
  rw [div_eq_zero_iff, or_iff_left (sub_pos.mpr (lower_lt hk hj)).ne',
    pow_eq_zero_iff two_ne_zero, norm_eq_zero]

end

end FrozenDecoupling
```

```lean
#print axioms FrozenDecoupling.frozen_decoupling
#print axioms FrozenDecoupling.frozenError_eq_zero_iff
```

```
'FrozenDecoupling.frozen_decoupling' depends on axioms: [propext, Classical.choice, Quot.sound]
'FrozenDecoupling.frozenError_eq_zero_iff' depends on axioms: [propext, Classical.choice, Quot.sound]
```
